# Orthogonality of distinct plane waves on a ring of L sites

On a ring of L sites, L being nonzero, the plane wave with integer label k takes the value exp(2πikj/L) at site j. The theorem says that for labels k and l below L, the sum over all sites of the conjugate of wave k times wave l is L if k = l and 0 otherwise. The waves are unnormalised, each with squared norm L; divided by √L they would be orthonormal. The proof writes each product as one additive character evaluated at j(l − k), sums it by a Mathlib lemma on character sums, and uses the bounds on k and l to show that different labels stay different modulo L.

In Lean, a first try:

```lean
import Mathlib

open Filter Topology
open scoped Real ComplexConjugate

namespace HarmonicRingCasimir

noncomputable section

/-- The plane wave with wave number `2πk/L` on the ring. -/
def planeWave (L : ℕ) [NeZero L] (k : ℕ) (j : ZMod L) : ℂ :=
  ZMod.stdAddChar ((k : ZMod L) * j)

/-- The plane waves with `k < L` are mutually orthogonal, each with squared norm `L`. -/
theorem planeWave_orthogonal (L : ℕ) [NeZero L] {k l : ℕ} (hk : k < L) (hl : l < L) :
    ∑ j : ZMod L, conj (planeWave L k j) * planeWave L l j =
      if k = l then (L : ℂ) else 0 := by
  have hterm : ∀ j : ZMod L, conj (planeWave L k j) * planeWave L l j =
      ZMod.stdAddChar (j * ((l : ZMod L) - k)) := by
    intro j
    unfold planeWave
    rw [← AddChar.map_neg_eq_conj, ← AddChar.map_add_eq_mul]
    congr 1
    ring
  rw [Finset.sum_congr rfl (fun j _ => hterm j),
    AddChar.sum_mulShift _ (ZMod.isPrimitive_stdAddChar L)]
  by_cases h : k = l
  · subst h
    simp [ZMod.card]
  · have hne : (l : ZMod L) - k ≠ 0 := by
      intro h0
      have h1 := (ZMod.natCast_eq_natCast_iff' l k L).mp (sub_eq_zero.mp h0)
      rw [Nat.mod_eq_of_lt hl, Nat.mod_eq_of_lt hk] at h1
      exact h h1.symm
    simp [h, hne]

end

end HarmonicRingCasimir
```

Messages:

```
Main.lean:19:28: error(lean.synthInstanceFailed): failed to synthesize instance of type class
  HSub (ZMod L) ℕ ?m.42

Hint: Type class instance resolution failures can be inspected with the `set_option trace.Meta.synthInstance true` command.
Main.lean:17:38: error: unsolved goals
L : ℕ
inst✝ : NeZero L
k l : ℕ
hk : k < L
hl : l < L
⊢ ∑ j, (starRingEnd ℂ) (planeWave L k j) * planeWave L l j = if k = l then ↑L else 0
```

Lean accepts the file once it reads:

```diff
@@ -17,5 +17,5 @@
       if k = l then (L : ℂ) else 0 := by
   have hterm : ∀ j : ZMod L, conj (planeWave L k j) * planeWave L l j =
-      ZMod.stdAddChar (j * ((l : ZMod L) - k)) := by
+      ZMod.stdAddChar (j * ((l : ZMod L) - (k : ZMod L))) := by
     intro j
     unfold planeWave
@@ -28,5 +28,5 @@
   · subst h
     simp [ZMod.card]
-  · have hne : (l : ZMod L) - k ≠ 0 := by
+  · have hne : (l : ZMod L) - (k : ZMod L) ≠ 0 := by
       intro h0
       have h1 := (ZMod.natCast_eq_natCast_iff' l k L).mp (sub_eq_zero.mp h0)
```

What went wrong. The first message says that Lean found no way to subtract a natural number from an element of `ZMod L`. In `hterm`, `k` is a natural number, and Lean would often cast it to match `(l : ZMod L)`. Here, though, the expression is the argument of `ZMod.stdAddChar`, whose modulus is implicit and not yet known, so the expected type is `ZMod` of an undetermined number. Lean could not settle on a common type for the arithmetic, inserted no cast, and was left looking for a mixed subtraction that doesn't exist. Writing `(k : ZMod L)` makes both sides the same type.

The second message follows from the first. The statement of `hterm` failed, so the proof stopped there, and the goal is shown untouched, without `hterm` among the hypotheses.

The same cast added in `hne` is mere tidying, since that subtraction is not inside `ZMod.stdAddChar` and Lean inserts the cast there by itself.
